# A damped drift matrix gives the Lyapunov equation exactly one solution

## Friction and noise in balance

An oscillator in contact with a bath loses energy to friction and gains it from noise. Its fluctuations can settle where the two balance. Is there always such a balance, and is there only one?

Let \(x\) be the vector of coordinates, with zero mean, obeying \(\dot x=-Ax+\xi\). The drift matrix \(A\) contains the friction and the oscillation, and \(\xi\) is white noise of zero mean with \(\langle\xi(t)\xi(t')^*\rangle=Q\,\delta(t-t')\), where \(Q\) is called the diffusion matrix here. The covariance \(C=\langle xx^*\rangle\) then changes at the rate
\[
\dot C=Q-(AC+CA^*),
\]
where \(A^*\) is the conjugate transpose. A steady covariance solves the Lyapunov equation \(AX+XA^*=Q\). The symmetrised covariance of finitely many bosonic modes obeys an equation of this form when the Lindblad generator has a quadratic Hamiltonian and linear jump operators.

## What is claimed, and for which matrices

If every eigenvalue of \(A\) has positive real part, the equation has exactly one solution for every \(Q\), and the solution is Hermitian whenever \(Q\) is. This is `lyapunov_equation`.

In Lean, `Matrix n n ℂ` is a complex square matrix with a finite index set, and `Aᴴ` is \(A^*\). The hypothesis `IsDamped A` says that \(Av=\mu v\) with \(v\neq0\) forces \(\operatorname{Re}\mu>0\). Physically, every mode of the noiseless motion decays. The sign convention is \(\dot x=-Ax\).

The map \(X\mapsto AX+XA^*\) is `lyapunov A`, and `covarianceRate A Q C` is the right-hand side of the rate equation, which is taken as a definition and not derived from a master equation. `steady_covariance` says that, for damped \(A\) and Hermitian \(Q\), this rate vanishes at one Hermitian matrix and at no other complex matrix.

The theorems do not show that the solution is positive semidefinite, that it respects the uncertainty relation, or that \(C(t)\) converges to it.

## Pairs of eigenvalues decide invertibility

Write \(L(X)=AX+XA^*\). If \(Av=\mu v\) and \(Aw=\nu w\), then
\[
L(vw^*)=(Av)w^*+v(Aw)^*=(\mu+\bar\nu)\,vw^* .
\]
So if \(\mu+\bar\nu=0\) for nonzero \(v,w\), the nonzero matrix \(vw^*\) is annihilated and \(L\) is not injective.

Conversely, suppose \(L\) annihilates some nonzero matrix. If \(L(Y)=0\), then
\[
L(AY)=A(AY+YA^*)=0,
\]
so left multiplication by \(A\) preserves the kernel. The kernel is a nonzero finite-dimensional complex space, so it contains some \(Y\neq0\) with \(AY=\mu Y\). Then \(YA^*=-\mu Y\), and the adjoint of this is \(AY^*=-\bar\mu Y^*\).

Choose \(i,j\) with \(Y_{ij}\neq0\). Column \(j\) of \(Y\) is an eigenvector of \(A\) with eigenvalue \(\mu\), and column \(i\) of \(Y^*\) is one with eigenvalue \(\nu=-\bar\mu\). Hence \(\mu+\bar\nu=0\).

Thus \(L\) is injective exactly when no such pair exists, and in finite dimension injective means bijective. Damping excludes the pairs, because \(\operatorname{Re}(\mu+\bar\nu)=\operatorname{Re}\mu+\operatorname{Re}\nu>0\).

If \(Q=Q^*\), the adjoint of \(AX+XA^*=Q\) is \(AX^*+X^*A^*=Q\). Uniqueness gives \(X^*=X\).

## Reading damping off a solution

Suppose the quadratic forms of \(X\) and of \(AX+XA^*\) both have positive real part on nonzero vectors. For an eigenvalue \(\mu\) of \(A\), \(\det(A-\mu)=0\), so there is a nonzero row vector \(u\) with \(uA=\mu u\). Then
\[
u(AX+XA^*)u^*=(\mu+\bar\mu)\,uXu^*=2\operatorname{Re}\mu\;uXu^* .
\]
Taking real parts gives \(\operatorname{Re}\mu>0\), so \(A\) is damped. Any such \(X\) will do, and it need not be the steady covariance. For the oscillator below, the steady covariance fails the test: the noise acts on the momentum alone, so the quadratic form of \(Q=AX+XA^*\) vanishes on the vector \((1,0)\). The solution with the identity matrix in place of \(Q\) passes it.

## One variable, then an oscillator

For a single variable with \(A=\alpha\), the equation reads \(2\operatorname{Re}(\alpha)\,X=Q\), so \(X=Q/(2\operatorname{Re}\alpha)\) when \(\operatorname{Re}\alpha\neq0\). At \(\operatorname{Re}\alpha=0\) the map is zero: no \(X\) solves the equation if \(Q\neq0\), and every \(X\) does if \(Q=0\).

For position and momentum at unit mass, with friction \(\gamma>0\) and frequency \(\omega\neq0\),
\[
A=\begin{pmatrix}0&-1\\ \omega^2&\gamma\end{pmatrix},\qquad
Q=\begin{pmatrix}0&0\\0&2D\end{pmatrix}.
\]
Here \(D\) is the strength of the random momentum kicks. With components \(v_0,v_1\), the eigenvalue equations are \(-v_1=\mu v_0\) and \(\omega^2v_0+\gamma v_1=\mu v_1\). If \(v_0=0\), then \(v_1=0\) too, so \(v_0\neq0\) and \(\mu^2-\gamma\mu+\omega^2=0\). The imaginary part gives \(\operatorname{Im}\mu\,(2\operatorname{Re}\mu-\gamma)=0\). Either \(\operatorname{Re}\mu=\gamma/2\), or \(\mu\) is real with \(\gamma\mu=\mu^2+\omega^2>0\). Both cases are damped.

For \(C=\operatorname{diag}(a,b)\),
\[
AC+CA^*=\begin{pmatrix}0&\omega^2a-b\\ \omega^2a-b&2\gamma b\end{pmatrix}.
\]
Hence \(b=D/\gamma\) and \(a=D/(\gamma\omega^2)\), and uniqueness excludes every other steady matrix. The algebra holds for any real \(D\), but the result is a covariance only for \(D\ge0\). In a classical bath at temperature \(T\), \(D=\gamma k_{\mathrm B}T\), so \(b=\omega^2a=k_{\mathrm B}T\), as equipartition requires. This is the classical Brownian oscillator. With friction and noise on the momentum alone, it is not an instance of the Lindblad dynamics mentioned at the start.

## Solving for the covariance numerically

SciPy's `solve_continuous_lyapunov(A, Q)` uses the same convention, \(AX+XA^*=Q\). A program that stores the drift as \(M=-A\), with \(\dot x=Mx\), can pass \(M\) and \(-Q\). Computing the eigenvalues of \(A\) first tests the damping hypothesis, and the oscillator supplies a known answer to compare with.

## The Lean development

```lean
import Mathlib

open Matrix

namespace LyapunovSteadyCovariance

noncomputable section

variable {n : Type*} [Fintype n] [DecidableEq n]

/-- A drift matrix is damped when each of its eigenvalues has positive real part. -/
def IsDamped (A : Matrix n n ℂ) : Prop :=
  ∀ (μ : ℂ) (v : n → ℂ), v ≠ 0 → A *ᵥ v = μ • v → 0 < μ.re

/-- The Lyapunov map `X ↦ A X + X A*` on complex matrices. -/
def lyapunov (A : Matrix n n ℂ) : Matrix n n ℂ →ₗ[ℂ] Matrix n n ℂ where
  toFun X := A * X + X * Aᴴ
  map_add' X Y := by
    rw [Matrix.mul_add, Matrix.add_mul]
    abel
  map_smul' c X := by
    simp only [Matrix.mul_smul, Matrix.smul_mul, smul_add, RingHom.id_apply]

/-- The rate of change of the covariance `C` under the drift `A` and the diffusion `Q`. -/
def covarianceRate (A Q C : Matrix n n ℂ) : Matrix n n ℂ :=
  Q - (A * C + C * Aᴴ)

omit [DecidableEq n] in
/-- Two eigenvectors `v`, `w` of the drift, with eigenvalues `μ`, `ν`, give the eigenmatrix
`v w*` of the Lyapunov map, with eigenvalue `μ + ν*`. -/
theorem lyapunov_vecMulVec (A : Matrix n n ℂ) {μ ν : ℂ} {v w : n → ℂ}
    (hv : A *ᵥ v = μ • v) (hw : A *ᵥ w = ν • w) :
    lyapunov A (vecMulVec v (star w)) = (μ + star ν) • vecMulVec v (star w) := by
  change A * vecMulVec v (star w) + vecMulVec v (star w) * Aᴴ = _
  rw [Matrix.mul_vecMulVec, Matrix.vecMulVec_mul, ← Matrix.star_mulVec, hv, hw]
  ext i j
  simp only [Matrix.add_apply, Matrix.smul_apply, Matrix.vecMulVec_apply, Pi.star_apply,
    Pi.smul_apply, smul_eq_mul, star_mul']
  ring

/-- If the Lyapunov map annihilates a nonzero matrix, then the drift has eigenvalues
`μ` and `ν` with `μ + ν* = 0`. -/
theorem exists_resonance (A X : Matrix n n ℂ) (hX0 : X ≠ 0) (hX : lyapunov A X = 0) :
    ∃ (μ ν : ℂ) (v w : n → ℂ), v ≠ 0 ∧ w ≠ 0 ∧ A *ᵥ v = μ • v ∧ A *ᵥ w = ν • w ∧
      μ + star ν = 0 := by
  -- left multiplication by `A` preserves the kernel
  have hinv : ∀ Y ∈ LinearMap.ker (lyapunov A),
      LinearMap.mulLeft ℂ A Y ∈ LinearMap.ker (lyapunov A) := by
    intro Y hY
    have h : A * Y + Y * Aᴴ = 0 := LinearMap.mem_ker.mp hY
    apply LinearMap.mem_ker.mpr
    change A * (A * Y) + (A * Y) * Aᴴ = 0
    rw [Matrix.mul_assoc A Y, ← Matrix.mul_add, h, Matrix.mul_zero]
  have : Nontrivial (LinearMap.ker (lyapunov A)) :=
    ⟨⟨⟨X, LinearMap.mem_ker.mpr hX⟩, 0, fun h => hX0 (congrArg Subtype.val h)⟩⟩
  -- so it has an eigenvector `Y` there
  obtain ⟨μ, hμ⟩ := Module.End.exists_eigenvalue ((LinearMap.mulLeft ℂ A).restrict hinv)
  obtain ⟨Y, hY⟩ := hμ.exists_hasEigenvector
  have hAY : A * Y.1 = μ • Y.1 := congrArg Subtype.val hY.apply_eq_smul
  have hker : A * Y.1 + Y.1 * Aᴴ = 0 := LinearMap.mem_ker.mp Y.2
  have hYA : Y.1 * Aᴴ = (-μ) • Y.1 := by
    rw [hAY] at hker
    rw [neg_smul]
    exact eq_neg_of_add_eq_zero_right hker
  have hAYs : A * Y.1ᴴ = (-star μ) • Y.1ᴴ := by
    have h := congrArg Matrix.conjTranspose hYA
    rwa [Matrix.conjTranspose_mul, Matrix.conjTranspose_conjTranspose,
      Matrix.conjTranspose_smul, star_neg] at h
  obtain ⟨i, j, hij⟩ : ∃ i j, Y.1 i j ≠ 0 := by
    by_contra! h
    apply hY.2
    apply Subtype.ext
    ext i j
    exact h i j
  -- a column of `Y` and a column of `Y*` are the two eigenvectors
  refine ⟨μ, -star μ, fun k => Y.1 k j, fun k => Y.1ᴴ k i, ?_, ?_, ?_, ?_, ?_⟩
  · exact fun h => hij (congrFun h i)
  · exact fun h => hij (star_eq_zero.mp (congrFun h j))
  · funext k
    exact congrFun (congrFun hAY k) j
  · funext k
    exact congrFun (congrFun hAYs k) i
  · rw [star_neg, star_star, add_neg_cancel]

/-- The Lyapunov map is bijective exactly when no two eigenvalues `μ`, `ν` of the drift,
equal or different, satisfy `μ + ν* = 0`. -/
theorem lyapunov_bijective_iff (A : Matrix n n ℂ) :
    Function.Bijective (lyapunov A) ↔
      ∀ (μ ν : ℂ) (v w : n → ℂ), v ≠ 0 → w ≠ 0 → A *ᵥ v = μ • v → A *ᵥ w = ν • w →
        μ + star ν ≠ 0 := by
  constructor
  · intro h μ ν v w hv hw hAv hAw hs
    have h0 : lyapunov A (vecMulVec v (star w)) = 0 := by
      rw [lyapunov_vecMulVec A hAv hAw, hs, zero_smul]
    have h1 : vecMulVec v (star w) = 0 := h.injective (h0.trans (map_zero _).symm)
    obtain ⟨i, hi⟩ := Function.ne_iff.mp hv
    obtain ⟨j, hj⟩ := Function.ne_iff.mp hw
    have h2 : v i * star (w j) = 0 := congrFun (congrFun h1 i) j
    exact (mul_ne_zero hi (star_ne_zero.mpr hj)) h2
  · intro h
    have hinj : Function.Injective (lyapunov A) := by
      rw [injective_iff_map_eq_zero]
      intro X hX
      by_contra hX0
      obtain ⟨μ, ν, v, w, hv, hw, hAv, hAw, hs⟩ := exists_resonance A X hX0 hX
      exact h μ ν v w hv hw hAv hAw hs
    exact ⟨hinj, LinearMap.injective_iff_surjective.mp hinj⟩

/-- For a damped drift `A` the Lyapunov equation `A X + X A* = Q` has exactly one solution
for every `Q`, and the solution is Hermitian whenever `Q` is. -/
theorem lyapunov_equation {A : Matrix n n ℂ} (hA : IsDamped A) (Q : Matrix n n ℂ) :
    (∃! X : Matrix n n ℂ, A * X + X * Aᴴ = Q) ∧
      (Q.IsHermitian → ∀ X : Matrix n n ℂ, A * X + X * Aᴴ = Q → X.IsHermitian) := by
  have hb : Function.Bijective (lyapunov A) := by
    rw [lyapunov_bijective_iff]
    intro μ ν v w hv hw hAv hAw hs
    have h1 := hA μ v hv hAv
    have h2 := hA ν w hw hAw
    have h3 : μ.re + ν.re = 0 := congrArg Complex.re hs
    linarith
  refine ⟨hb.existsUnique Q, fun hQ X hX => ?_⟩
  -- the adjoint of a solution solves the same equation
  have hXs : A * Xᴴ + Xᴴ * Aᴴ = Q := by
    have h := congrArg Matrix.conjTranspose hX
    rw [Matrix.conjTranspose_add, Matrix.conjTranspose_mul, Matrix.conjTranspose_mul,
      Matrix.conjTranspose_conjTranspose, hQ.eq, add_comm] at h
    exact h
  exact hb.injective (hXs.trans hX.symm)

/-- For a damped drift `A` and a Hermitian matrix `Q`, the covariance rate vanishes at exactly one
complex matrix, and that matrix is Hermitian. -/
theorem steady_covariance {A Q : Matrix n n ℂ} (hA : IsDamped A) (hQ : Q.IsHermitian) :
    ∃ X : Matrix n n ℂ, X.IsHermitian ∧ ∀ C, covarianceRate A Q C = 0 ↔ C = X := by
  obtain ⟨hex, hherm⟩ := lyapunov_equation hA Q
  obtain ⟨X, hX, huniq⟩ := hex
  refine ⟨X, hherm hQ X hX, fun C => ⟨fun h => huniq C (sub_eq_zero.mp h).symm, ?_⟩⟩
  rintro rfl
  exact sub_eq_zero.mpr hX.symm

/-- If the quadratic forms of `X` and of `A X + X A*` both have positive real part on
nonzero vectors, then the drift `A` is damped. -/
theorem isDamped_of_positive {A X : Matrix n n ℂ}
    (hX : ∀ v : n → ℂ, v ≠ 0 → 0 < (star v ⬝ᵥ X *ᵥ v).re)
    (hQ : ∀ v : n → ℂ, v ≠ 0 → 0 < (star v ⬝ᵥ (A * X + X * Aᴴ) *ᵥ v).re) :
    IsDamped A := by
  intro μ v hv hAv
  -- pass from the right eigenvector `v` to a left eigenvector `u`
  have hdet : (A - μ • (1 : Matrix n n ℂ)).det = 0 :=
    Matrix.exists_mulVec_eq_zero_iff.mp
      ⟨v, hv, by simp [Matrix.sub_mulVec, Matrix.smul_mulVec, hAv]⟩
  obtain ⟨u, hu, huA⟩ := Matrix.exists_vecMul_eq_zero_iff.mpr hdet
  have hl : u ᵥ* A = μ • u := by
    rw [Matrix.vecMul_sub, Matrix.vecMul_smul, Matrix.vecMul_one] at huA
    exact sub_eq_zero.mp huA
  have hr : Aᴴ *ᵥ star u = star μ • star u := by
    rw [← Matrix.star_vecMul, hl, star_smul]
  have key : u ⬝ᵥ (A * X + X * Aᴴ) *ᵥ star u = (μ + star μ) * (u ⬝ᵥ X *ᵥ star u) := by
    rw [Matrix.add_mulVec, dotProduct_add, ← Matrix.mulVec_mulVec, ← Matrix.mulVec_mulVec,
      hr, Matrix.dotProduct_mulVec u A, hl, Matrix.mulVec_smul, smul_dotProduct,
      dotProduct_smul]
    simp only [smul_eq_mul]
    ring
  have h1 := hX (star u) (star_ne_zero.mpr hu)
  have h2 := hQ (star u) (star_ne_zero.mpr hu)
  have h3 : μ + star μ = ((2 * μ.re : ℝ) : ℂ) := Complex.add_conj μ
  rw [star_star] at h1 h2
  rw [key, h3, Complex.re_ofReal_mul] at h2
  by_contra hneg
  have hle : μ.re ≤ 0 := not_lt.mp hneg
  nlinarith

/-- The drift matrix of position and momentum for an oscillator of unit mass, frequency `ω`
and friction `γ`. -/
def oscillatorDrift (γ ω : ℝ) : Matrix (Fin 2) (Fin 2) ℂ :=
  !![0, -1; (ω : ℂ) ^ 2, (γ : ℂ)]

/-- An oscillator with positive friction and nonzero frequency has a damped drift matrix. -/
theorem oscillator_isDamped {γ ω : ℝ} (hγ : 0 < γ) (hω : ω ≠ 0) :
    IsDamped (oscillatorDrift γ ω) := by
  intro μ v hv h
  have h0 : -v 1 = μ * v 0 := by
    simpa [oscillatorDrift, Matrix.mulVec, dotProduct, Fin.sum_univ_two] using congrFun h 0
  have h1 : (ω : ℂ) ^ 2 * v 0 + γ * v 1 = μ * v 1 := by
    simpa [oscillatorDrift, Matrix.mulVec, dotProduct, Fin.sum_univ_two] using congrFun h 1
  have hv0 : v 0 ≠ 0 := by
    intro hz
    have hz1 : v 1 = 0 := by linear_combination -h0 - μ * hz
    apply hv
    ext i
    fin_cases i
    · exact hz
    · exact hz1
  -- the characteristic equation, split into real and imaginary parts
  have hchar : μ * μ - γ * μ + (ω : ℂ) * ω = 0 := by
    apply mul_left_cancel₀ hv0
    linear_combination h1 + (γ - μ) * h0
  have hre := congrArg Complex.re hchar
  have him := congrArg Complex.im hchar
  simp only [Complex.add_re, Complex.sub_re, Complex.mul_re, Complex.ofReal_re,
    Complex.ofReal_im, Complex.zero_re] at hre
  simp only [Complex.add_im, Complex.sub_im, Complex.mul_im, Complex.ofReal_re,
    Complex.ofReal_im, Complex.zero_im] at him
  have hprod : μ.im * (2 * μ.re - γ) = 0 := by linear_combination him
  have hω2 : 0 < ω * ω := mul_self_pos.mpr hω
  rcases mul_eq_zero.mp hprod with hi | hi
  · rw [hi] at hre
    by_contra hneg
    have hle : μ.re ≤ 0 := not_lt.mp hneg
    nlinarith [mul_self_nonneg μ.re, mul_nonneg hγ.le (neg_nonneg.mpr hle)]
  · linarith

/-- For positive friction, nonzero frequency and any real `D`, the covariance rate of the oscillator
with `Q = diag(0, 2 D)` vanishes only at the diagonal matrix with entries `D / (γ ω²)` and `D / γ`.
-/
theorem oscillator_steady_covariance {γ ω : ℝ} (hγ : 0 < γ) (hω : ω ≠ 0) (D : ℝ)
    (C : Matrix (Fin 2) (Fin 2) ℂ) :
    covarianceRate (oscillatorDrift γ ω) !![0, 0; 0, 2 * (D : ℂ)] C = 0 ↔
      C = !![(D : ℂ) / (γ * ω ^ 2), 0; 0, (D : ℂ) / γ] := by
  have hγ' : (γ : ℂ) ≠ 0 := Complex.ofReal_ne_zero.mpr hγ.ne'
  have hω' : (ω : ℂ) ≠ 0 := Complex.ofReal_ne_zero.mpr hω
  have hT : (oscillatorDrift γ ω)ᴴ = !![0, (ω : ℂ) ^ 2; -1, (γ : ℂ)] := by
    ext i j
    fin_cases i <;> fin_cases j <;> simp [oscillatorDrift, Matrix.conjTranspose_apply]
  have hsol : oscillatorDrift γ ω * !![(D : ℂ) / (γ * ω ^ 2), 0; 0, (D : ℂ) / γ] +
      !![(D : ℂ) / (γ * ω ^ 2), 0; 0, (D : ℂ) / γ] * (oscillatorDrift γ ω)ᴴ =
        !![0, 0; 0, 2 * (D : ℂ)] := by
    rw [hT]
    ext i j
    fin_cases i <;> fin_cases j <;>
      simp [oscillatorDrift] <;>
      (try field_simp) <;> (try ring)
  constructor
  · intro h
    exact (lyapunov_equation (oscillator_isDamped hγ hω) _).1.unique
      (sub_eq_zero.mp h).symm hsol
  · rintro rfl
    exact sub_eq_zero.mpr hsol.symm

end

end LyapunovSteadyCovariance
```

```lean
#print axioms LyapunovSteadyCovariance.lyapunov_equation
#print axioms LyapunovSteadyCovariance.steady_covariance
#print axioms LyapunovSteadyCovariance.isDamped_of_positive
#print axioms LyapunovSteadyCovariance.oscillator_steady_covariance
```

```
'LyapunovSteadyCovariance.lyapunov_equation' depends on axioms: [propext, Classical.choice, Quot.sound]
'LyapunovSteadyCovariance.steady_covariance' depends on axioms: [propext, Classical.choice, Quot.sound]
'LyapunovSteadyCovariance.isDamped_of_positive' depends on axioms: [propext, Classical.choice, Quot.sound]
'LyapunovSteadyCovariance.oscillator_steady_covariance' depends on axioms: [propext, Classical.choice, Quot.sound]
```

## How the Lean proof follows the algebra

`lyapunov_vecMulVec` is the computation of \(L(vw^*)\), with `vecMulVec v (star w)` for \(vw^*\). In `exists_resonance`, `hinv` is the invariance of the kernel. It allows left multiplication to be restricted there, and `Module.End.exists_eigenvalue` then supplies \(\mu\) and \(Y\). The equations `hYA` and `hAYs` are the two relations for \(YA^*\) and \(AY^*\), and the final `refine` hands over the two columns.

`lyapunov_bijective_iff` combines both directions, with `LinearMap.injective_iff_surjective` for the finite-dimensional step. In `lyapunov_equation`, `linarith` finds the contradiction between two positive real parts and their zero sum. `hXs` is the adjoint equation, and injectivity identifies \(X^*\) with \(X\). `steady_covariance` restates this as a vanishing rate.

In `isDamped_of_positive`, the determinant turns the right eigenvector into a left one, `key` is the quadratic-form identity, and `nlinarith` settles the sign. `oscillator_isDamped` derives the characteristic equation as `hchar` and splits it into real and imaginary parts. `oscillator_steady_covariance` checks the diagonal matrix entry by entry in `hsol`, then applies the general uniqueness theorem.
